# For three levels \(E_0<E_1<E_2\), the gaps between the two Ritz values of real planes fill exactly \([0,\,E_2-E_0]\)

## Two upper bounds, and a gap that came out too small

I diagonalise a Hamiltonian in a small trial space and read off the excitation energy as the difference of the lowest two Ritz values. Both values are upper bounds to the true levels, so I expected the gap to be an upper bound too, or at least to err consistently in one direction. In one test it came out too small and in another too large. Is something wrong with my code, or can this happen with three levels and a two-dimensional trial space?

## The gap error is a difference of two non-negative errors

It can happen, and your code may be fine. For \(H=\mathrm{diag}(E_0,E_1,E_2)\) with \(E_0<E_1<E_2\), the gaps obtained from all real planes form exactly the interval \([0,E_2-E_0]\). The true gap \(E_1-E_0\) lies strictly inside it, so some planes underestimate it and others overestimate it.

Write \(\theta_-\le\theta_+\) for the Ritz values. Then

\[
(\theta_+-\theta_-)-(E_1-E_0)=(\theta_+-E_1)-(\theta_--E_0).
\]

Both brackets on the right are non-negative, but nothing fixes which is larger.

### From the two-by-two matrix to the bounds

Let \(u,v\) be orthonormal, and set \(a=u\cdot Hu\), \(b=u\cdot Hv\), \(c=v\cdot Hv\). The Ritz values are

\[
\theta_\mp=m\mp R,\qquad m=\tfrac{a+c}{2},\qquad R=\sqrt{\left(\tfrac{a-c}{2}\right)^2+b^2}.
\]

Their sum is \(a+c\) and their product is \(m^2-R^2=ac-b^2\), so they are the roots of \((a-t)(c-t)-b^2\). The gap is \(2R\ge 0\).

**Lower end of the spectrum.** Normalisation and orthogonality give

\[
\begin{aligned}
a-E_0&=(E_1-E_0)u_1^2+(E_2-E_0)u_2^2,\\
c-E_0&=(E_1-E_0)v_1^2+(E_2-E_0)v_2^2,\\
b&=(E_1-E_0)u_1v_1+(E_2-E_0)u_2v_2.
\end{aligned}
\]

Hence

\[
(a-E_0)(c-E_0)-b^2=(E_1-E_0)(E_2-E_0)(u_1v_2-u_2v_1)^2\ge 0.
\]

The left side equals \((m-E_0)^2-R^2\). Since \(m\ge E_0\), this gives \(R\le m-E_0\), that is, \(E_0\le\theta_-\).

**Upper end.** In the same way, \(E_2-a=(E_2-E_0)u_0^2+(E_2-E_1)u_1^2\), with the analogous formula for \(c\), and \(-b=(E_2-E_0)u_0v_0+(E_2-E_1)u_1v_1\). Therefore

\[
(E_2-a)(E_2-c)-b^2=(E_2-E_0)(E_2-E_1)(u_0v_1-u_1v_0)^2\ge 0,
\]

so \(R\le E_2-m\) and \(\theta_+\le E_2\). Together, \(0\le\theta_+-\theta_-\le E_2-E_0\).

**Second level.** In this step the energy of a vector \(x\) means \(x\cdot Hx\), not divided by \(|x|^2\). The energy of \(pu+qv\) is

\[
p^2a+2pq\,b+q^2c=m(p^2+q^2)+\tfrac{a-c}{2}(p^2-q^2)+b\,(2pq).
\]

Because \((p^2-q^2)^2+(2pq)^2=(p^2+q^2)^2\), Cauchy-Schwarz bounds the last two terms in magnitude by \(R(p^2+q^2)\). The energy therefore lies between \(\theta_-(p^2+q^2)\) and \(\theta_+(p^2+q^2)\). Now take \(w=v_0u-u_0v\), which has no ground-state component. Its energy is \(E_1|w|^2+(E_2-E_1)w_2^2\ge E_1|w|^2\), so \(E_1\le\theta_+\) if \(w\ne0\). If \(u_0=0\), use \(u\) itself instead.

### A plane for every gap in the interval

If \(0\le g\le E_1-E_0\), take \(u=(p,0,q)\) and \(v=(0,1,0)\) with

\[
p^2=\frac{E_2-E_1+g}{E_2-E_0},\qquad q^2=\frac{E_1-g-E_0}{E_2-E_0}.
\]

Then \(a=E_1-g\), \(c=E_1\) and \(b=0\), so the gap is \(g\).

If \(E_1-E_0\le g\le E_2-E_0\), take \(u=(1,0,0)\) and \(v=(0,p,q)\) with

\[
p^2=\frac{E_2-E_0-g}{E_2-E_1},\qquad q^2=\frac{E_0+g-E_1}{E_2-E_1}.
\]

Then \(a=E_0\), \(c=E_0+g\) and \(b=0\), and the gap is again \(g\).

### Levels 0, 1 and 3

The true gap is 1.

- With \(u=(\sqrt{5/6},0,\sqrt{1/6})\) and \(v=(0,1,0)\), the Ritz values are \(1/2\) and \(1\). The gap is \(1/2\), too small: the ground state carries all the error.
- With \(u=(1,0,0)\) and \(v=(0,\sqrt{1/2},\sqrt{1/2})\), they are \(0\) and \(2\). The gap is \(2\), too large: the excited state carries all the error.

In both cases each Ritz value is an upper bound to its level.

### What the Lean theorems say

The levels are a function `E : Fin 3 → ℝ`, and trial vectors are written in the eigenbasis of \(H\). `elem E u v` is the matrix element \(u\cdot Hv\), and `IsFrame u v` says that the vectors are orthonormal. For such a pair, `ritzMatrix` is the compressed Hamiltonian, `halfGap` is \(R\), `lowerRitz` and `upperRitz` are \(\theta_-\) and \(\theta_+\), and `ritzGap` is their difference. The lemmas `secular_det`, `energy_between` and `gap_of_uncoupled` hold as algebra for any two vectors, but their descriptions in terms of Ritz values assume an orthonormal pair; otherwise the overlap matrix would enter the eigenvalue problem.

`gap_range` states that, for `E 0 < E 1` and `E 1 < E 2`, the set of numbers `g` that occur as `ritzGap E u v` for some orthonormal pair equals `Set.Icc 0 (E 2 - E 0)`, the closed interval. Pairs stand for planes here: every plane has an orthonormal basis, and changing that basis leaves the eigenvalues of the compressed matrix alone.

`gap_errs_both_ways` gives one pair with a gap below `E 1 - E 0` and another with a gap above it. Both strict inequalities matter for this: if \(E_0=E_1\), no gap can be below the true value of zero, and if \(E_1=E_2\), the true gap is already the maximum. The upper bounds are the first half of `ritz_in_spectrum` and `second_level_le`.

The model has three levels and real trial vectors. It does not describe the subspaces that a particular solver builds, nor how the gap error shrinks as they improve. For Lanczos or Davidson calculations, this three-level example shows that the upper-bound property of the Ritz values does not by itself give an excitation energy a known sign of error.

```lean
import Mathlib

open Matrix

namespace RitzGap

noncomputable section

/-- The matrix element `u · H v` of the Hamiltonian `H = diag(E 0, E 1, E 2)`. -/
def elem (E u v : Fin 3 → ℝ) : ℝ := u ⬝ᵥ (Matrix.diagonal E *ᵥ v)

/-- The vectors `u` and `v` are orthonormal, and so span a plane in real three-space. -/
def IsFrame (u v : Fin 3 → ℝ) : Prop := u ⬝ᵥ u = 1 ∧ v ⬝ᵥ v = 1 ∧ u ⬝ᵥ v = 0

/-- The Hamiltonian compressed to the trial vectors `u` and `v`. -/
def ritzMatrix (E u v : Fin 3 → ℝ) : Matrix (Fin 2) (Fin 2) ℝ :=
  !![elem E u u, elem E u v; elem E v u, elem E v v]

/-- Half the splitting of the two-level problem posed by `u` and `v`. -/
def halfGap (E u v : Fin 3 → ℝ) : ℝ :=
  √(((elem E u u - elem E v v) / 2) ^ 2 + elem E u v ^ 2)

/-- The lower Ritz value for orthonormal `u` and `v`. -/
def lowerRitz (E u v : Fin 3 → ℝ) : ℝ := (elem E u u + elem E v v) / 2 - halfGap E u v

/-- The upper Ritz value for orthonormal `u` and `v`. -/
def upperRitz (E u v : Fin 3 → ℝ) : ℝ := (elem E u u + elem E v v) / 2 + halfGap E u v

/-- The computed gap: upper minus lower Ritz value. -/
def ritzGap (E u v : Fin 3 → ℝ) : ℝ := upperRitz E u v - lowerRitz E u v

/-- The matrix element written out in the eigenbasis of the Hamiltonian. -/
theorem elem_eq (E u v : Fin 3 → ℝ) :
    elem E u v = E 0 * u 0 * v 0 + E 1 * u 1 * v 1 + E 2 * u 2 * v 2 := by
  simp only [elem, dotProduct, Matrix.mulVec_diagonal, Fin.sum_univ_three]
  ring

/-- The secular determinant of the compressed Hamiltonian vanishes exactly at the two
Ritz values, counted with multiplicity. -/
theorem secular_det (E u v : Fin 3 → ℝ) (t : ℝ) :
    (ritzMatrix E u v - t • (1 : Matrix (Fin 2) (Fin 2) ℝ)).det
      = (t - lowerRitz E u v) * (t - upperRitz E u v) := by
  have hM : ritzMatrix E u v - t • (1 : Matrix (Fin 2) (Fin 2) ℝ)
      = !![elem E u u - t, elem E u v; elem E v u, elem E v v - t] := by
    ext i j
    fin_cases i <;> fin_cases j <;> simp [ritzMatrix]
  have hsymm : elem E v u = elem E u v := by
    rw [elem_eq, elem_eq]; ring
  have hs : halfGap E u v ^ 2
      = ((elem E u u - elem E v v) / 2) ^ 2 + elem E u v ^ 2 :=
    Real.sq_sqrt (by positivity)
  rw [hM, Matrix.det_fin_two_of, hsymm]
  unfold lowerRitz upperRitz
  linear_combination hs

/-- The energy of any combination `p u + q v` lies between the lower and the upper Ritz
value, each multiplied by `p² + q²`. -/
theorem energy_between (E u v : Fin 3 → ℝ) (p q : ℝ) :
    lowerRitz E u v * (p ^ 2 + q ^ 2) ≤ elem E (p • u + q • v) (p • u + q • v) ∧
    elem E (p • u + q • v) (p • u + q • v) ≤ upperRitz E u v * (p ^ 2 + q ^ 2) := by
  have hx : elem E (p • u + q • v) (p • u + q • v)
      = p ^ 2 * elem E u u + 2 * p * q * elem E u v + q ^ 2 * elem E v v := by
    simp only [elem_eq, Pi.add_apply, Pi.smul_apply, smul_eq_mul]
    ring
  have hs : halfGap E u v ^ 2
      = ((elem E u u - elem E v v) / 2) ^ 2 + elem E u v ^ 2 :=
    Real.sq_sqrt (by positivity)
  have h0 : 0 ≤ halfGap E u v := Real.sqrt_nonneg _
  rw [hx]
  unfold lowerRitz upperRitz
  generalize elem E u u = a at *
  generalize elem E u v = b at *
  generalize elem E v v = c at *
  -- Cauchy-Schwarz in the plane of the pseudospin
  have hsq : ((a - c) / 2 * (p ^ 2 - q ^ 2) + b * (2 * p * q)) ^ 2
      ≤ (halfGap E u v * (p ^ 2 + q ^ 2)) ^ 2 := by
    rw [mul_pow, hs]
    nlinarith [sq_nonneg ((a - c) / 2 * (2 * p * q) - b * (p ^ 2 - q ^ 2))]
  have habs := abs_le.mp (abs_le_of_sq_le_sq hsq (by positivity))
  constructor
  · linarith [habs.1]
  · linarith [habs.2]

/-- For ordered levels and orthonormal trial vectors, both Ritz values lie between the
lowest and the highest level. -/
theorem ritz_in_spectrum {E u v : Fin 3 → ℝ} (h01 : E 0 ≤ E 1) (h12 : E 1 ≤ E 2)
    (h : IsFrame u v) : E 0 ≤ lowerRitz E u v ∧ upperRitz E u v ≤ E 2 := by
  simp only [IsFrame, dotProduct, Fin.sum_univ_three] at h
  obtain ⟨hu, hv, huv⟩ := h
  have d1 : 0 ≤ E 1 - E 0 := by linarith
  have d2 : 0 ≤ E 2 - E 1 := by linarith
  have d3 : 0 ≤ E 2 - E 0 := by linarith
  constructor
  · -- `H - E 0` is non-negative on the plane
    have ha : elem E u u - E 0 = (E 1 - E 0) * u 1 ^ 2 + (E 2 - E 0) * u 2 ^ 2 := by
      rw [elem_eq]; linear_combination E 0 * hu
    have hc : elem E v v - E 0 = (E 1 - E 0) * v 1 ^ 2 + (E 2 - E 0) * v 2 ^ 2 := by
      rw [elem_eq]; linear_combination E 0 * hv
    have hb : elem E u v = (E 1 - E 0) * (u 1 * v 1) + (E 2 - E 0) * (u 2 * v 2) := by
      rw [elem_eq]; linear_combination E 0 * huv
    have key : elem E u v ^ 2 ≤ (elem E u u - E 0) * (elem E v v - E 0) := by
      rw [ha, hc, hb]
      nlinarith [mul_nonneg (mul_nonneg d1 d3) (sq_nonneg (u 1 * v 2 - u 2 * v 1))]
    have pa : 0 ≤ elem E u u - E 0 := by rw [ha]; positivity
    have pc : 0 ≤ elem E v v - E 0 := by rw [hc]; positivity
    have hr : halfGap E u v ≤ (elem E u u + elem E v v) / 2 - E 0 :=
      Real.sqrt_le_iff.mpr ⟨by linarith, by nlinarith [key]⟩
    unfold lowerRitz
    linarith
  · -- `E 2 - H` is non-negative on the plane
    have ha : E 2 - elem E u u = (E 2 - E 0) * u 0 ^ 2 + (E 2 - E 1) * u 1 ^ 2 := by
      rw [elem_eq]; linear_combination -E 2 * hu
    have hc : E 2 - elem E v v = (E 2 - E 0) * v 0 ^ 2 + (E 2 - E 1) * v 1 ^ 2 := by
      rw [elem_eq]; linear_combination -E 2 * hv
    have hb : elem E u v = -((E 2 - E 0) * (u 0 * v 0) + (E 2 - E 1) * (u 1 * v 1)) := by
      rw [elem_eq]; linear_combination E 2 * huv
    have key : elem E u v ^ 2 ≤ (E 2 - elem E u u) * (E 2 - elem E v v) := by
      rw [ha, hc, hb]
      nlinarith [mul_nonneg (mul_nonneg d3 d2) (sq_nonneg (u 0 * v 1 - u 1 * v 0))]
    have pa : 0 ≤ E 2 - elem E u u := by rw [ha]; positivity
    have pc : 0 ≤ E 2 - elem E v v := by rw [hc]; positivity
    have hr : halfGap E u v ≤ E 2 - (elem E u u + elem E v v) / 2 :=
      Real.sqrt_le_iff.mpr ⟨by linarith, by nlinarith [key]⟩
    unfold upperRitz
    linarith

/-- If `E 1 ≤ E 2` and the trial vectors are orthonormal, the upper Ritz value is an upper bound to
`E 1`, wherever `E 0` lies. -/
theorem second_level_le {E u v : Fin 3 → ℝ} (h12 : E 1 ≤ E 2)
    (h : IsFrame u v) : E 1 ≤ upperRitz E u v := by
  simp only [IsFrame, dotProduct, Fin.sum_univ_three] at h
  obtain ⟨hu, hv, huv⟩ := h
  have d2 : 0 ≤ E 2 - E 1 := by linarith
  by_cases h0 : u 0 = 0
  · -- `u` itself has no ground-state component
    have hx := (energy_between E u v 1 0).2
    simp only [one_smul, zero_smul, add_zero] at hx
    have ha : elem E u u = E 1 + (E 2 - E 1) * u 2 ^ 2 := by
      rw [elem_eq]; linear_combination E 1 * hu + (E 0 - E 1) * u 0 * h0
    nlinarith [mul_nonneg d2 (sq_nonneg (u 2))]
  · -- otherwise combine `u` and `v` so that the ground-state component cancels
    have hx := (energy_between E u v (v 0) (-u 0)).2
    have he : elem E (v 0 • u + (-u 0) • v) (v 0 • u + (-u 0) • v)
        = E 1 * ((v 0) ^ 2 + (-u 0) ^ 2)
          + (E 2 - E 1) * (v 0 * u 2 - u 0 * v 2) ^ 2 := by
      simp only [elem_eq, Pi.add_apply, Pi.smul_apply, smul_eq_mul]
      linear_combination E 1 * (v 0 ^ 2 * hu + u 0 ^ 2 * hv - 2 * u 0 * v 0 * huv)
    have hN : 0 < (v 0) ^ 2 + (-u 0) ^ 2 := by
      have : 0 < (-u 0) ^ 2 := by rw [neg_sq]; positivity
      positivity
    refine le_of_mul_le_mul_right ?_ hN
    linarith [mul_nonneg d2 (sq_nonneg (v 0 * u 2 - u 0 * v 2))]

/-- Mixing two levels `A < B` with normalised real amplitudes gives any mean energy
between them. -/
theorem exists_mixture {A B s : ℝ} (hAB : A < B) (h1 : A ≤ s) (h2 : s ≤ B) :
    ∃ p q : ℝ, p * p + q * q = 1 ∧ A * p * p + B * q * q = s := by
  have hne : B - A ≠ 0 := by linarith
  have hp := Real.mul_self_sqrt (div_nonneg (sub_nonneg.2 h2) (sub_nonneg.2 hAB.le))
  have hq := Real.mul_self_sqrt (div_nonneg (sub_nonneg.2 h1) (sub_nonneg.2 hAB.le))
  refine ⟨√((B - s) / (B - A)), √((s - A) / (B - A)), ?_, ?_⟩
  · rw [hp, hq, ← add_div, div_eq_one_iff_eq hne]
    ring
  · rw [mul_assoc, mul_assoc, hp, hq]
    calc A * ((B - s) / (B - A)) + B * ((s - A) / (B - A))
        = s * (B - A) / (B - A) := by ring
      _ = s := mul_div_cancel_right₀ s hne

/-- If `u` and `v` are uncoupled by the Hamiltonian and `u` is not higher in energy, the
computed gap is the difference of their energies. -/
theorem gap_of_uncoupled {E u v : Fin 3 → ℝ} (h : elem E u v = 0)
    (hle : elem E u u ≤ elem E v v) : ritzGap E u v = elem E v v - elem E u u := by
  have hr : halfGap E u v = (elem E v v - elem E u u) / 2 := by
    unfold halfGap
    rw [h, show ((elem E u u - elem E v v) / 2) ^ 2 + (0 : ℝ) ^ 2
      = ((elem E v v - elem E u u) / 2) ^ 2 by ring, Real.sqrt_sq (by linarith)]
  unfold ritzGap upperRitz lowerRitz
  rw [hr]
  ring

/-- For three levels `E 0 < E 1 < E 2`, the gaps computed from all orthonormal pairs of
real trial vectors fill exactly the interval from zero to `E 2 - E 0`. -/
theorem gap_range {E : Fin 3 → ℝ} (h01 : E 0 < E 1) (h12 : E 1 < E 2) :
    {g : ℝ | ∃ u v, IsFrame u v ∧ ritzGap E u v = g} = Set.Icc 0 (E 2 - E 0) := by
  ext g
  simp only [Set.mem_ofPred_eq, Set.mem_Icc]
  constructor
  · rintro ⟨u, v, h, rfl⟩
    have hb := ritz_in_spectrum h01.le h12.le h
    have h0 : 0 ≤ halfGap E u v := Real.sqrt_nonneg _
    constructor
    · unfold ritzGap upperRitz lowerRitz
      linarith
    · unfold ritzGap
      linarith [hb.1, hb.2]
  · rintro ⟨hg0, hg⟩
    rcases le_total g (E 1 - E 0) with hs | hs
    · -- small gaps: the second eigenvector and a mixture of the first and third
      obtain ⟨p, q, hn, he⟩ := exists_mixture (A := E 0) (B := E 2) (s := E 1 - g)
        (by linarith) (by linarith) (by linarith)
      have hu : elem E ![p, 0, q] ![p, 0, q] = E 1 - g := by
        rw [← he, elem_eq]; simp
      have hv : elem E ![0, 1, 0] ![0, 1, 0] = E 1 := by rw [elem_eq]; simp
      have huv : elem E ![p, 0, q] ![0, 1, 0] = 0 := by rw [elem_eq]; simp
      refine ⟨![p, 0, q], ![0, 1, 0], ⟨?_, ?_, ?_⟩, ?_⟩
      · simpa [dotProduct, Fin.sum_univ_three] using hn
      · simp [dotProduct, Fin.sum_univ_three]
      · simp [dotProduct, Fin.sum_univ_three]
      · rw [gap_of_uncoupled huv (by linarith), hu, hv]
        ring
    · -- large gaps: the first eigenvector and a mixture of the second and third
      obtain ⟨p, q, hn, he⟩ := exists_mixture (A := E 1) (B := E 2) (s := E 0 + g)
        h12 (by linarith) (by linarith)
      have hu : elem E ![1, 0, 0] ![1, 0, 0] = E 0 := by rw [elem_eq]; simp
      have hv : elem E ![0, p, q] ![0, p, q] = E 0 + g := by
        rw [← he, elem_eq]; simp
      have huv : elem E ![1, 0, 0] ![0, p, q] = 0 := by rw [elem_eq]; simp
      refine ⟨![1, 0, 0], ![0, p, q], ⟨?_, ?_, ?_⟩, ?_⟩
      · simp [dotProduct, Fin.sum_univ_three]
      · simpa [dotProduct, Fin.sum_univ_three] using hn
      · simp [dotProduct, Fin.sum_univ_three]
      · rw [gap_of_uncoupled huv (by linarith), hu, hv]
        ring

/-- For three levels `E 0 < E 1 < E 2`, some orthonormal trial pair underestimates the
true gap `E 1 - E 0` and another overestimates it. -/
theorem gap_errs_both_ways {E : Fin 3 → ℝ} (h01 : E 0 < E 1) (h12 : E 1 < E 2) :
    (∃ u v, IsFrame u v ∧ ritzGap E u v < E 1 - E 0) ∧
    (∃ u v, IsFrame u v ∧ E 1 - E 0 < ritzGap E u v) := by
  have hlo : (0 : ℝ) ∈ {g : ℝ | ∃ u v, IsFrame u v ∧ ritzGap E u v = g} := by
    rw [gap_range h01 h12]
    exact ⟨le_refl _, by linarith⟩
  have hhi : E 2 - E 0 ∈ {g : ℝ | ∃ u v, IsFrame u v ∧ ritzGap E u v = g} := by
    rw [gap_range h01 h12]
    exact ⟨by linarith, le_refl _⟩
  obtain ⟨u, v, h, hg⟩ := hlo
  obtain ⟨u', v', h', hg'⟩ := hhi
  exact ⟨⟨u, v, h, by linarith⟩, ⟨u', v', h', by linarith⟩⟩

end

end RitzGap
```

```lean
#print axioms RitzGap.secular_det
#print axioms RitzGap.second_level_le
#print axioms RitzGap.gap_range
#print axioms RitzGap.gap_errs_both_ways
```

```
'RitzGap.secular_det' depends on axioms: [propext, Classical.choice, Quot.sound]
'RitzGap.second_level_le' depends on axioms: [propext, Classical.choice, Quot.sound]
'RitzGap.gap_range' depends on axioms: [propext, Classical.choice, Quot.sound]
'RitzGap.gap_errs_both_ways' depends on axioms: [propext, Classical.choice, Quot.sound]
```

### How the lemmas carry the argument

`elem_eq` writes the matrix element in components, and `secular_det` confirms that the closed formulas are the roots of the secular determinant.

`energy_between` is the Cauchy-Schwarz step; the energy in it is again \(x\cdot Hx\), not divided by \(|x|^2\). The square handed to `nlinarith` is the difference between the two sides of that inequality, and `abs_le_of_sq_le_sq` turns the squared bound into a bound on the magnitude.

In `ritz_in_spectrum`, the equations `ha`, `hc` and `hb` are the component formulas for the shifted matrix elements. `key` is the non-negative determinant, and `Real.sqrt_le_iff` converts it into the bound on \(R\). `second_level_le` splits on whether `u 0 = 0`. If it is, `u` is the test vector; otherwise the combination \(w\) is, and division by its positive squared norm finishes the case.

`exists_mixture` supplies the amplitudes \(p,q\) as square roots, and `gap_of_uncoupled` evaluates the gap when \(b=0\) and \(a\le c\). `gap_range` then proves the two inclusions: the spectral bounds give one, and the two families of planes, separated by `le_total g (E 1 - E 0)`, give the other. Finally, `gap_errs_both_ways` takes the planes belonging to the endpoints \(0\) and \(E_2-E_0\).
